# The isochoric first invariant of an invertible deformation gradient is at least $n$, with equality exactly for scaled orthogonal matrices

## Deformation gradient, first invariant and volumetric factor

Space has dimension $n \ge 1$. A homogeneous deformation carries a reference vector $X$ to the deformed vector $FX$, where the deformation gradient $F$ is a real $n \times n$ matrix; Cartesian components are used in both configurations, and the labels $i, j$ run over the $n$ axes. The right Cauchy–Green tensor, its first invariant, the volumetric factor and the isochoric (normalised) first invariant are

$$C = F^{\mathsf T}F, \qquad I_1 = \operatorname{tr} C, \qquad g = |\det F|^{2/n}, \qquad \bar I_1 = \frac{I_1}{g}.$$

We write $C(F)$, $I_1(F)$, $g(F)$, $\bar I_1(F)$ when several matrices are in play. Since $|FX|^2 = X^{\mathsf T} C X$, the eigenvalues $\lambda_i$ of $C$ are the squared principal stretches. The number $|\det F|$ is the ratio of deformed to reference volume, so $g$ is the squared stretch of the uniform dilation with the same volume change. The condition $\det F \neq 0$ says that no volume is crushed to zero. Its sign is left free, so orientation-reversing matrices are admitted although a body deformed continuously from its reference state has $\det F > 0$.

A matrix is called shape-preserving if $F = cQ$ with a real $c > 0$ and $Q^{\mathsf T}Q = 1$, where $1$ is the identity matrix. Here $c$ is a uniform change of length scale and $Q$ a rotation, possibly combined with a reflection. This factorisation is the meaning of "no change of shape" throughout.

## The bound, its equality case and its invariance

The results are these. For every $F$, singular or not, $n g \le I_1$. For $\det F \neq 0$, equality holds if and only if $F$ is shape-preserving; equivalently $\bar I_1 \ge n$, with $\bar I_1 = n$ exactly for shape-preserving $F$. For $\det F \neq 0$ and shape-preserving $S$, $\bar I_1(SF) = \bar I_1(F)$. In dimension $n = 2$, simple shear of amount $\gamma$ has $\bar I_1 = 2 + \gamma^2$.

In a periodic electronic-structure or molecular-dynamics calculation where the cell is strained homogeneously by $F$, the excess $\bar I_1 - n$ vanishes exactly when the angles between the cell vectors and the ratios of their lengths are those of the chosen reference cell, each vector being compared with its own image, whatever the volume and orientation; this is kinematics of a single matrix, and involves no energy, stress or internal atomic displacement.

### Arithmetic and geometric means

Let $\varphi(y) = y - 1 - \ln y$ for $y > 0$. Its derivative $1 - 1/y$ is negative for $y < 1$ and positive for $y > 1$, and $\varphi(1) = 0$, so $\varphi \ge 0$ with its only zero at $y = 1$. Take $n$ positive numbers $x_i$ and a number $g > 0$ with $\prod_i x_i = g^n$. Then $\sum_i \ln x_i = n \ln g$, and

$$\sum_i \varphi(x_i/g) = \frac{1}{g}\sum_i x_i - n - \Big(\sum_i \ln x_i - n \ln g\Big) = \frac{1}{g}\sum_i x_i - n .$$

The left side is nonnegative, hence $\sum_i x_i \ge n g$. If $\sum_i x_i = n g$, a sum of nonnegative terms vanishes, each term vanishes, and every $x_i$ equals $g$.

### Application to the squared stretches

First, $g^n = |\det F|^2 = \det F^{\mathsf T} \det F = \det C$. The matrix $C$ is symmetric and $X^{\mathsf T} C X = |FX|^2 \ge 0$, so $C = U \Lambda U^{\mathsf T}$ with $U$ orthogonal, $\Lambda = \operatorname{diag}(\lambda_i)$ and $\lambda_i \ge 0$. Trace and determinant give $I_1 = \sum_i \lambda_i$ and $\prod_i \lambda_i = \det C = g^n$. If $\det F \neq 0$ then $g > 0$, the product is nonzero, and every $\lambda_i$ is positive. The inequality of means with $x_i = \lambda_i$ yields $n g \le I_1$. If $\det F = 0$ then $g = 0$, while $I_1 = \sum_{i,j} F_{ji}^2 \ge 0$, and the bound holds again.

Suppose $\det F \neq 0$ and $I_1 = n g$. Every $\lambda_i$ equals $g$, so $\Lambda = g\,1$ and $C = U (g\,1) U^{\mathsf T} = g\,1$. Put $c = \sqrt g$ and $Q = F/\sqrt g$. Then $Q^{\mathsf T} Q = C/g = 1$ and $F = cQ$.

### Common scaling of trace and volumetric factor

Let $G$ be a second matrix with $C(G) = a\,C(F)$ for some $a \ge 0$. The trace is linear, so $I_1(G) = a\,I_1(F)$. Also $g(G)^n = \det(a\,C(F)) = a^n g(F)^n$, and nonnegative numbers with equal $n$-th powers are equal for $n \ge 1$, so $g(G) = a\,g(F)$.

For the converse of the equality case, $C(cQ) = c^2 Q^{\mathsf T}Q = c^2 C(1)$. Since $I_1(1) = n$ and $g(1) = 1$, we get $I_1(cQ) = c^2 n$ and $g(cQ) = c^2$, that is $I_1 = n g$. For the invariance, $S = cQ$ gives $C(SF) = c^2 F^{\mathsf T} Q^{\mathsf T} Q F = c^2 C(F)$, so numerator and denominator of $\bar I_1$ acquire the same factor $c^2 > 0$. Dividing the bound and its equality case by $g > 0$ gives the statements for $\bar I_1$.

### Simple shear and a numerical case

With the two axes labelled $0$ and $1$, simple shear sends $(X_0, X_1)$ to $(X_0 + \gamma X_1, X_1)$:

$$F = \begin{pmatrix} 1 & \gamma \\ 0 & 1 \end{pmatrix}, \qquad C = \begin{pmatrix} 1 & \gamma \\ \gamma & 1 + \gamma^2 \end{pmatrix}.$$

Here $\det F = 1$, $g = 1$ and $\bar I_1 = I_1 = 2 + \gamma^2$.

For numbers, take $n = 3$ and $F = \operatorname{diag}(4, 2, 1)$. Then $\det F = 8$, $g = 8^{2/3} = 4$, the eigenvalues of $C$ are $16, 4, 1$ with product $64 = g^3$, and $I_1 = 21 \ge n g = 12$, so $\bar I_1 = 21/4$. The ratios $\lambda_i/g$ are $4, 1, 1/4$, with $\varphi$ equal to $3 - \ln 4$, $0$ and $\ln 4 - 3/4$; these add to $9/4 = 21/4 - 3$. Following $F$ by $3Q$ with $Q$ any rotation gives $I_1 = 9 \cdot 21 = 189$, determinant $27 \cdot 8 = 216$, $g = 36$, and $189/36 = 21/4$ again. This example, like the side remarks on $n = 1$, $F = 0$ and lattices below, is ordinary arithmetic and is not among the Lean theorems.

## The definitions in Lean

The axes are labelled by a finite type `ι`, and $n$ is `Fintype.card ι`. A deformation gradient is any `Matrix ι ι ℝ`. Theorems that need $n \ge 1$ carry the assumption `[Nonempty ι]`.

```lean
import Mathlib

open Matrix

namespace IsochoricDistortion

noncomputable section

variable {ι : Type*} [Fintype ι] [DecidableEq ι]
```

The tensor $C$ and its trace $I_1$ are transcribed directly; using the plain transpose fixes the Euclidean metric and orthonormal axes in both configurations.

```lean
/-- Right Cauchy-Green tensor `C = Fᵀ F` of a deformation gradient `F`. -/
def cauchyGreen (F : Matrix ι ι ℝ) : Matrix ι ι ℝ := Fᵀ * F

/-- First invariant `I₁ = tr C`. -/
def firstInv (F : Matrix ι ι ℝ) : ℝ := (cauchyGreen F).trace
```

The factor $g$ is a real power whose base is the absolute value of the determinant, which is how both orientations are covered.

```lean
/-- Volumetric factor `|det F|^(2/n)` in dimension `n`. -/
def volScale (F : Matrix ι ι ℝ) : ℝ := |F.det| ^ ((2 : ℝ) / Fintype.card ι)
```

The quotient `isoInv` is $\bar I_1$. Lean's division by zero returns zero, so `isoInv F` has a value without physical meaning for singular `F`, and the general theorems about it assume `F.det ≠ 0`.

```lean
/-- Normalized (isochoric) first invariant `I₁ / |det F|^(2/n)`. -/
def isoInv (F : Matrix ι ι ℝ) : ℝ := firstInv F / volScale F
```

`ShapePreserving F` is the existence of $c > 0$ and $Q$ with `Qᵀ * Q = 1` and `F = c • Q`. No condition on $\det Q$ is imposed. At $n = 1$ every nonzero $F$ is $|F|$ times $\pm 1$ and $\bar I_1 = 1$, so the statements hold there with nothing to detect.

```lean
/-- `F` is a positive multiple of an orthogonal matrix. -/
def ShapePreserving (F : Matrix ι ι ℝ) : Prop :=
  ∃ c : ℝ, 0 < c ∧ ∃ Q : Matrix ι ι ℝ, Qᵀ * Q = 1 ∧ F = c • Q
```

## Means, powers and scaling in Lean

The lemma `amgm` is the inequality of means together with the direction of the equality case that is needed. The step `hlog` takes the logarithm of the product, by exponentiating both sides and using injectivity of the exponential. Then `ht` is $\varphi(x_i/g) \ge 0$, drawn from `Real.log_le_sub_one_of_pos` in place of the derivative argument, and `hs` is the displayed sum. For equality, `Finset.sum_eq_zero_iff_of_nonneg` makes each term zero, and the strict form `Real.log_lt_sub_one_of_pos` contradicts $x_i/g \neq 1$.

```lean
omit [DecidableEq ι] in
/-- For `n` positive numbers with product `gⁿ`, the sum is at least `n g`,
and if it equals `n g` then every number equals `g`. -/
theorem amgm (x : ι → ℝ) (hx : ∀ i, 0 < x i) (g : ℝ) (hg : 0 < g)
    (hp : ∏ i, x i = g ^ Fintype.card ι) :
    Fintype.card ι * g ≤ ∑ i, x i ∧ (∑ i, x i = Fintype.card ι * g → ∀ i, x i = g) := by
  have hlog : ∑ i, Real.log (x i) = Fintype.card ι * Real.log g := by
    apply Real.exp_injective
    rw [Real.exp_sum, Real.exp_nat_mul, Real.exp_log hg, ← hp]
    exact Finset.prod_congr rfl fun i _ => Real.exp_log (hx i)
  -- nonnegative defects, from log y ≤ y - 1
  have ht : ∀ i ∈ Finset.univ, 0 ≤ x i / g - 1 - Real.log (x i / g) := fun i _ => by
    have := Real.log_le_sub_one_of_pos (div_pos (hx i) hg)
    linarith
  have hs : ∑ i, (x i / g - 1 - Real.log (x i / g)) = (∑ i, x i) / g - Fintype.card ι := by
    have h1 : ∀ i, Real.log (x i / g) = Real.log (x i) - Real.log g :=
      fun i => Real.log_div (hx i).ne' hg.ne'
    simp only [h1, Finset.sum_sub_distrib, hlog, ← Finset.sum_div, Finset.sum_const,
      Finset.card_univ, nsmul_eq_mul]
    ring
  constructor
  · have h := Finset.sum_nonneg ht
    rw [hs] at h
    exact (le_div_iff₀ hg).1 (by linarith)
  · intro he i
    rw [he, mul_div_assoc, div_self hg.ne', mul_one, sub_self] at hs
    have h0 := (Finset.sum_eq_zero_iff_of_nonneg ht).1 hs i (Finset.mem_univ i)
    by_contra hne
    have h1 : x i / g ≠ 1 := fun h => hne ((div_eq_one_iff_eq hg.ne').1 h)
    have := Real.log_lt_sub_one_of_pos (div_pos (hx i) hg) h1
    linarith
```

`volScale_pow` is $g^n = \det C$. The exponents multiply to $(2/n)\,n = 2$, which is where $n \neq 0$ enters, and `det_mul` with `det_transpose` identifies $(\det F)^2$ with $\det C$.

```lean
/-- The `n`-th power of the volumetric factor is `det C`. -/
theorem volScale_pow [Nonempty ι] (F : Matrix ι ι ℝ) :
    volScale F ^ Fintype.card ι = (cauchyGreen F).det := by
  have hn : (Fintype.card ι : ℝ) ≠ 0 := Nat.cast_ne_zero.2 Fintype.card_ne_zero
  unfold volScale cauchyGreen
  rw [← Real.rpow_natCast, ← Real.rpow_mul (abs_nonneg _), div_mul_cancel₀ _ hn,
    Real.rpow_two, sq_abs, det_mul, det_transpose, sq]
```

`scaling` holds for arbitrary $F$ and $G$, with no invertibility. Its first half is `trace_smul`. In the second, `pow_left_inj₀` reduces the equation between nonnegative numbers to the equation between their $n$-th powers, which `volScale_pow` and `det_smul` settle.

```lean
/-- If `C(G) = a C(F)` with `a ≥ 0`, then `I₁` and the volumetric factor both scale by `a`. -/
theorem scaling [Nonempty ι] (F G : Matrix ι ι ℝ) (a : ℝ) (ha : 0 ≤ a)
    (h : cauchyGreen G = a • cauchyGreen F) :
    firstInv G = a * firstInv F ∧ volScale G = a * volScale F := by
  have hv : ∀ M : Matrix ι ι ℝ, 0 ≤ volScale M := fun M => Real.rpow_nonneg (abs_nonneg _) _
  constructor
  · unfold firstInv
    rw [h, trace_smul, smul_eq_mul]
  · apply (pow_left_inj₀ (hv G) (mul_nonneg ha (hv F)) (Fintype.card_ne_zero (α := ι))).1
    rw [mul_pow, volScale_pow, volScale_pow, h, det_smul]
```

## The spectral argument in Lean

`spectral_bound` treats invertible $F$. The step `hP` states that $C$ is positive semidefinite; it contains the symmetry `hP.1`, and `hP.1.eigenvalues i` is $\lambda_i$. Then `hdet` and `htr` are $\prod_i \lambda_i = g^n$ and $I_1 = \sum_i \lambda_i$, and `hpos` upgrades $\lambda_i \ge 0$ to $\lambda_i > 0$ because the product is nonzero. After `amgm` is applied, `hd` says $\Lambda = g\,1$. The spectral theorem presents $C$ as the image of $\Lambda$ under conjugation by $U$, a map that respects scalar multiples and the identity, so `map_smul` and `map_one` perform $U(g\,1)U^{\mathsf T} = g\,1$.

```lean
/-- For invertible `F`, `n |det F|^(2/n) ≤ I₁`, and equality makes `C` equal to
`|det F|^(2/n)` times the identity. -/
theorem spectral_bound [Nonempty ι] (F : Matrix ι ι ℝ) (hF : F.det ≠ 0) :
    Fintype.card ι * volScale F ≤ firstInv F ∧
      (firstInv F = Fintype.card ι * volScale F →
        cauchyGreen F = volScale F • (1 : Matrix ι ι ℝ)) := by
  have hP : (cauchyGreen F).PosSemidef := by
    have := posSemidef_conjTranspose_mul_self F
    rwa [conjTranspose_eq_transpose_of_trivial] at this
  have hg : 0 < volScale F := Real.rpow_pos_of_pos (abs_pos.2 hF) _
  -- determinant and trace in terms of the squared principal stretches
  have hdet : ∏ i, hP.1.eigenvalues i = volScale F ^ Fintype.card ι := by
    rw [volScale_pow]
    simpa using hP.1.det_eq_prod_eigenvalues.symm
  have htr : firstInv F = ∑ i, hP.1.eigenvalues i := by
    unfold firstInv
    simpa using hP.1.trace_eq_sum_eigenvalues
  have hne : ∏ i, hP.1.eigenvalues i ≠ 0 := by
    rw [hdet]
    exact pow_ne_zero _ hg.ne'
  have hpos : ∀ i, 0 < hP.1.eigenvalues i := fun i =>
    lt_of_le_of_ne (hP.eigenvalues_nonneg i)
      (Finset.prod_ne_zero_iff.1 hne i (Finset.mem_univ i)).symm
  obtain ⟨h1, h2⟩ := amgm _ hpos _ hg hdet
  rw [htr]
  refine ⟨h1, fun he => ?_⟩
  -- all eigenvalues coincide, so the spectral form is a multiple of the identity
  have h := hP.1.spectral_theorem
  have hd : diagonal (RCLike.ofReal ∘ hP.1.eigenvalues)
      = volScale F • (1 : Matrix ι ι ℝ) := by
    ext i j
    by_cases hij : i = j
    · subst hij
      simp [h2 he i]
    · simp [hij]
  rw [hd] at h
  rw [map_smul, map_one] at h
  exact h
```

`firstInv_ge` reads: for $n \ge 1$ and every real $n \times n$ matrix $F$, $n\,|\det F|^{2/n} \le \operatorname{tr}(F^{\mathsf T}F)$. The singular branch shows $g = 0$ using the nonzero exponent $2/n$ and expands the trace into a double sum of squares.

```lean
/-- For every deformation gradient, `tr (Fᵀ F) ≥ n |det F|^(2/n)`. -/
theorem firstInv_ge [Nonempty ι] (F : Matrix ι ι ℝ) :
    Fintype.card ι * volScale F ≤ firstInv F := by
  by_cases hF : F.det = 0
  · have hn : (0 : ℝ) < Fintype.card ι := Nat.cast_pos.2 Fintype.card_pos
    have h0 : volScale F = 0 := by
      unfold volScale
      rw [hF, abs_zero, Real.zero_rpow (div_pos two_pos hn).ne']
    rw [h0, mul_zero]
    simp only [firstInv, cauchyGreen, trace, diag_apply, mul_apply, transpose_apply]
    exact Finset.sum_nonneg fun i _ => Finset.sum_nonneg fun j _ => mul_self_nonneg _
  · exact (spectral_bound F hF).1
```

`firstInv_eq_iff` reads: for $\det F \neq 0$, $I_1 = n g$ if and only if $F$ is shape-preserving. The hypothesis excludes $F = 0$, where both sides of the equation vanish although $F$ is no positive multiple of an orthogonal matrix. The forward direction supplies the witnesses $\sqrt g$ and $F/\sqrt g$ and checks $Q^{\mathsf T}Q = 1$ and $F = cQ$. The backward direction applies `scaling` to the pair $1$ and $cQ$ with $a = c^2$; `e1` and `e2` are $I_1(1) = n$ and $g(1) = 1$.

```lean
/-- For invertible `F`, `tr (Fᵀ F) = n |det F|^(2/n)` holds exactly when `F` is a positive
multiple of an orthogonal matrix. -/
theorem firstInv_eq_iff [Nonempty ι] (F : Matrix ι ι ℝ) (hF : F.det ≠ 0) :
    firstInv F = Fintype.card ι * volScale F ↔ ShapePreserving F := by
  have hg : 0 < volScale F := Real.rpow_pos_of_pos (abs_pos.2 hF) _
  constructor
  · intro he
    have hC : Fᵀ * F = volScale F • (1 : Matrix ι ι ℝ) := (spectral_bound F hF).2 he
    have hs : 0 < √(volScale F) := Real.sqrt_pos.2 hg
    refine ⟨√(volScale F), hs, (√(volScale F))⁻¹ • F, ?_, ?_⟩
    · rw [transpose_smul, Matrix.smul_mul, Matrix.mul_smul, hC, smul_smul, smul_smul,
        ← mul_inv, Real.mul_self_sqrt hg.le, inv_mul_cancel₀ hg.ne', one_smul]
    · rw [smul_smul, mul_inv_cancel₀ hs.ne', one_smul]
  · rintro ⟨c, _, Q, hQ, rfl⟩
    -- compare with the undeformed state
    have hC : cauchyGreen (c • Q) = (c * c) • cauchyGreen (1 : Matrix ι ι ℝ) := by
      unfold cauchyGreen
      rw [transpose_smul, Matrix.smul_mul, Matrix.mul_smul, hQ, smul_smul, transpose_one,
        Matrix.mul_one]
    obtain ⟨h1, h2⟩ := scaling 1 (c • Q) (c * c) (mul_self_nonneg c) hC
    have e1 : firstInv (1 : Matrix ι ι ℝ) = Fintype.card ι := by
      simp [firstInv, cauchyGreen]
    have e2 : volScale (1 : Matrix ι ι ℝ) = 1 := by simp [volScale]
    rw [h1, h2, e1, e2]
    ring
```

## What the isochoric invariant detects

`isoInv_detects_shape` reads: for $\det F \neq 0$, $n \le \bar I_1$, and $\bar I_1 = n$ if and only if $F$ is shape-preserving. The proof clears the positive denominator $g$ and cites the two preceding theorems. The statement decides whether shape has changed; it does not say that the value of $\bar I_1$ identifies the distortion. It concerns one matrix, so for an inhomogeneous deformation it applies point by point. It also does not recognise that two differently shaped cells can span the same lattice: the shear with $\gamma = 1$ maps the square lattice with primitive vectors along the two axes onto itself and still has $\bar I_1 = 3$.

```lean
/-- For invertible `F` the normalized first invariant is at least `n`, and it equals `n`
exactly when `F` is a positive multiple of an orthogonal matrix. -/
theorem isoInv_detects_shape [Nonempty ι] (F : Matrix ι ι ℝ) (hF : F.det ≠ 0) :
    (Fintype.card ι : ℝ) ≤ isoInv F ∧ (isoInv F = Fintype.card ι ↔ ShapePreserving F) := by
  have hg : 0 < volScale F := Real.rpow_pos_of_pos (abs_pos.2 hF) _
  unfold isoInv
  refine ⟨(le_div_iff₀ hg).2 (firstInv_ge F), ?_⟩
  rw [div_eq_iff hg.ne']
  exact firstInv_eq_iff F hF
```

`isoInv_invariant` reads: if $\det F \neq 0$ and $S$ is shape-preserving, then $g(F) > 0$, there is an $a > 0$ with $I_1(SF) = a\,I_1(F)$ and $g(SF) = a\,g(F)$, and $\bar I_1(SF) = \bar I_1(F)$. In `S * F` the map $S$ acts after $F$, that is, on the deformed body; the product in the other order, a change of the reference configuration, is not part of the statement. The step `hC` is $C(SF) = c^2 C(F)$, the witness for $a$ is `c * c`, and `mul_div_mul_left` cancels it.

```lean
/-- Following an invertible `F` by a shape-preserving map `S` multiplies `I₁` and the positive
volumetric factor by a common positive number and leaves the normalized invariant unchanged. -/
theorem isoInv_invariant [Nonempty ι] (F S : Matrix ι ι ℝ) (hF : F.det ≠ 0)
    (hS : ShapePreserving S) :
    (∃ a : ℝ, 0 < a ∧ 0 < volScale F ∧ firstInv (S * F) = a * firstInv F ∧
      volScale (S * F) = a * volScale F) ∧ isoInv (S * F) = isoInv F := by
  obtain ⟨c, hc, Q, hQ, rfl⟩ := hS
  have hg : 0 < volScale F := Real.rpow_pos_of_pos (abs_pos.2 hF) _
  have hC : cauchyGreen (c • Q * F) = (c * c) • cauchyGreen F := by
    unfold cauchyGreen
    rw [Matrix.smul_mul, transpose_smul, Matrix.smul_mul, Matrix.mul_smul, smul_smul,
      transpose_mul, Matrix.mul_assoc, ← Matrix.mul_assoc Qᵀ, hQ, Matrix.one_mul]
  obtain ⟨h1, h2⟩ := scaling F _ (c * c) (mul_self_nonneg c) hC
  refine ⟨⟨c * c, mul_pos hc hc, hg, h1, h2⟩, ?_⟩
  unfold isoInv
  rw [h1, h2, mul_div_mul_left _ _ (mul_pos hc hc).ne']
```

The last theorem takes `ι` to be `Fin 2`, with indices $0$ and $1$, and holds for every real $\gamma$. The literal `!![1, γ; 0, 1]` lists the rows of the shear matrix; `h1` is $g = 1$ and `h2` is $I_1 = 2 + \gamma^2$.

```lean
/-- Plane simple shear of amount `γ` has normalized first invariant `2 + γ²`. -/
theorem isoInv_simple_shear (γ : ℝ) : isoInv !![1, γ; 0, 1] = 2 + γ ^ 2 := by
  have h1 : volScale !![1, γ; 0, 1] = 1 := by simp [volScale, det_fin_two]
  have h2 : firstInv !![1, γ; 0, 1] = 2 + γ ^ 2 := by
    simp [firstInv, cauchyGreen, trace_fin_two, mul_apply, Fin.sum_univ_two]
    ring
  rw [isoInv, h1, h2, div_one]

end

end IsochoricDistortion
```

```lean
#print axioms IsochoricDistortion.isoInv_detects_shape
-- 'IsochoricDistortion.isoInv_detects_shape' depends on axioms: [propext, Classical.choice, Quot.sound]
#print axioms IsochoricDistortion.isoInv_invariant
-- 'IsochoricDistortion.isoInv_invariant' depends on axioms: [propext, Classical.choice, Quot.sound]
#print axioms IsochoricDistortion.isoInv_simple_shear
-- 'IsochoricDistortion.isoInv_simple_shear' depends on axioms: [propext, Classical.choice, Quot.sound]
```
